# Invertible overlaps and Hermitian data fix a unique, Hermitian coefficient matrix in a model self-energy operator

In a heavy atom the electron self-energy shifts the levels noticeably, but it is expensive to compute from QED. Suppose I have its matrix elements $Q_{ik}$ between a few one-electron reference states $v_i$, and I want an operator that I can add to a Dirac-Coulomb calculation. I choose a symmetric local part $V$ and add a nonlocal part built from projector functions $f_j$:

$$h = V + \sum_{jl} |f_j\rangle B_{jl}\langle f_l| .$$

The coefficients $B_{jl}$ should be such that $\langle v_i, h\,v_k\rangle = Q_{ik}$. I believe that if the overlap matrix $D_{ij}=\langle f_i,v_j\rangle$ is invertible and $Q$ is Hermitian, then exactly one $B$ does this, and $h$ is symmetric. Neither family need be orthogonal, so it is easy to misplace an adjoint or an index. Can this be made rigorous and checked by machine?

## Solving for the coefficients

Yes. Let $L_{ik}=\langle v_i,Vv_k\rangle$ be the matrix of the local part. The inner product is conjugate-linear in its first argument, so $(D^\dagger)_{ij}=\overline{\langle f_j,v_i\rangle}=\langle v_i,f_j\rangle$. The nonlocal contribution is therefore a matrix product,

$$\sum_{jl}\langle v_i,f_j\rangle B_{jl}\langle f_l,v_k\rangle=(D^\dagger B D)_{ik},$$

and the fitting condition reads $L+D^\dagger BD=Q$. Subtract $L$, then multiply by $(D^{-1})^\dagger=(D^\dagger)^{-1}$ from the left and by $D^{-1}$ from the right:

$$B=(D^{-1})^\dagger(Q-L)D^{-1}.$$

Substituting this back gives $D^\dagger BD=Q-L$, so it is a solution, and the only one.

Since $V$ is symmetric, $\overline{L_{ki}}=\langle Vv_i,v_k\rangle=\langle v_i,Vv_k\rangle=L_{ik}$, so $L$ is Hermitian. With $Q$ Hermitian as well,

$$B^\dagger=(D^{-1})^\dagger(Q-L)^\dagger D^{-1}=B.$$

For the nonlocal part of $h$ and any vectors $x,y$, this gives

$$\sum_{jl}\overline{B_{jl}}\,\langle x,f_l\rangle\langle f_j,y\rangle=\sum_{jl}\langle x,f_l\rangle B_{lj}\langle f_j,y\rangle .$$

The left side is the nonlocal part acting on $x$, paired with $y$; the right side is $x$ paired with the nonlocal part acting on $y$. Adding the symmetric $V$ keeps $h$ symmetric.

For a superposition $\psi=\sum_k c_kv_k$, linearity gives $\langle\psi,h\psi\rangle=\sum_{ik}\overline{c_i}Q_{ik}c_k$. If $\psi\neq0$ is not normalised, the physical expectation value is this number divided by $\langle\psi,\psi\rangle=\sum_{ik}\overline{c_i}\langle v_i,v_k\rangle c_k$.

## One state, and a projector that misses it

With one reference state and one projector function, $D$ is a number $d=\langle f,v\rangle\neq0$, and the formula becomes

$$b=\frac{q-\ell}{|d|^2},$$

which is real for real $q$ and $\ell$. For fixed $q\neq\ell$, the size of $b$ grows as $1/|d|^2$ when the overlap shrinks.

If invertibility is dropped, take $v=(1,0)$ and $f=(0,1)$ in $\mathbb C^2$. Then $d=0$ and the fitting equation is $\ell=q$. For $q\neq\ell$ no $b$ solves it; for $q=\ell$ every $b$ does. Both existence and uniqueness can thus fail.

## The Lean file

```lean
import Mathlib

open Matrix
open scoped InnerProductSpace

namespace ModelSelfEnergy

noncomputable section

variable {E : Type*} [NormedAddCommGroup E] [InnerProductSpace ℂ E]
variable {n : Type*} [Fintype n] [DecidableEq n]

/-- The overlap matrix `D i j = ⟨f i, v j⟩` of projector functions and reference states. -/
def overlap (f v : n → E) : Matrix n n ℂ := Matrix.of fun i j => ⟪f i, v j⟫_ℂ

/-- The matrix elements of the local part `V` between the reference states. -/
def localMatrix (V : E →ₗ[ℂ] E) (v : n → E) : Matrix n n ℂ :=
  Matrix.of fun i k => ⟪v i, V (v k)⟫_ℂ

/-- The coefficient matrix `(D⁻¹)ᴴ (Q - L) D⁻¹` of the nonlocal part. -/
def fitMatrix (D L Q : Matrix n n ℂ) : Matrix n n ℂ := (D⁻¹)ᴴ * (Q - L) * D⁻¹

/-- The model self-energy operator `V + ∑ |f j⟩ B j l ⟨f l|`. -/
def modelOp (V : E →ₗ[ℂ] E) (f : n → E) (B : Matrix n n ℂ) : E →ₗ[ℂ] E where
  toFun x := V x + ∑ j, ∑ l, (B j l * ⟪f l, x⟫_ℂ) • f j
  map_add' x y := by
    simp only [map_add, inner_add_right, mul_add, add_smul, Finset.sum_add_distrib]
    abel
  map_smul' c x := by
    simp only [map_smul, inner_smul_right, RingHom.id_apply, smul_add, Finset.smul_sum,
      smul_smul]
    congr 1
    refine Finset.sum_congr rfl fun j _ => Finset.sum_congr rfl fun l _ => ?_
    rw [mul_left_comm]

omit [DecidableEq n] in
/-- The nonlocal contribution to the matrix elements is the matrix product `Dᴴ B D`. -/
theorem nonlocal_eq_sandwich (f v : n → E) (B : Matrix n n ℂ) (i k : n) :
    ∑ j, ∑ l, ⟪v i, f j⟫_ℂ * B j l * ⟪f l, v k⟫_ℂ
      = ((overlap f v)ᴴ * B * overlap f v) i k := by
  simp only [Matrix.mul_apply, Finset.sum_mul, Matrix.conjTranspose_apply, overlap,
    Matrix.of_apply]
  rw [Finset.sum_comm]
  refine Finset.sum_congr rfl fun l _ => Finset.sum_congr rfl fun j _ => ?_
  rw [← inner_conj_symm (v i) (f j), starRingEnd_apply]

/-- For an invertible overlap matrix, the fitting equation `L + Dᴴ B D = Q` holds exactly
when `B` is the matrix `(D⁻¹)ᴴ (Q - L) D⁻¹`. -/
theorem fit_iff {D : Matrix n n ℂ} (hD : IsUnit D.det) (L Q B : Matrix n n ℂ) :
    L + Dᴴ * B * D = Q ↔ B = fitMatrix D L Q := by
  have h1 : D * D⁻¹ = 1 := Matrix.mul_nonsing_inv D hD
  have h2 : D⁻¹ * D = 1 := Matrix.nonsing_inv_mul D hD
  have h3 : (D⁻¹)ᴴ * Dᴴ = 1 := by
    rw [← Matrix.conjTranspose_mul, h1, Matrix.conjTranspose_one]
  have h4 : Dᴴ * (D⁻¹)ᴴ = 1 := by
    rw [← Matrix.conjTranspose_mul, h2, Matrix.conjTranspose_one]
  unfold fitMatrix
  constructor
  · -- strip the overlap matrices from both sides of `B`
    rintro rfl
    calc B = ((D⁻¹)ᴴ * Dᴴ) * B * (D * D⁻¹) := by
            rw [h3, h1, Matrix.one_mul, Matrix.mul_one]
      _ = (D⁻¹)ᴴ * (L + Dᴴ * B * D - L) * D⁻¹ := by
            simp only [add_sub_cancel_left, Matrix.mul_assoc]
  · rintro rfl
    calc L + Dᴴ * ((D⁻¹)ᴴ * (Q - L) * D⁻¹) * D
        = L + (Dᴴ * (D⁻¹)ᴴ) * (Q - L) * (D⁻¹ * D) := by simp only [Matrix.mul_assoc]
      _ = Q := by rw [h4, h2, Matrix.one_mul, Matrix.mul_one, add_sub_cancel]

/-- Hermitian input and local matrices give a Hermitian coefficient matrix. -/
theorem fitMatrix_isHermitian (D : Matrix n n ℂ) {L Q : Matrix n n ℂ}
    (hL : L.IsHermitian) (hQ : Q.IsHermitian) : (fitMatrix D L Q).IsHermitian := by
  unfold Matrix.IsHermitian fitMatrix
  simp only [Matrix.conjTranspose_mul, Matrix.conjTranspose_sub,
    Matrix.conjTranspose_conjTranspose, hL.eq, hQ.eq, Matrix.mul_assoc]

/-- For Hermitian `L` and `Q` and invertible overlaps, the fitting equations have exactly
one solution, and this solution is Hermitian. -/
theorem exists_unique_hermitian_fit (f v : n → E) (hD : IsUnit (overlap f v).det)
    {L Q : Matrix n n ℂ} (hL : L.IsHermitian) (hQ : Q.IsHermitian) :
    ∃ B : Matrix n n ℂ, B.IsHermitian ∧ ∀ B' : Matrix n n ℂ,
      (∀ i k, L i k + ∑ j, ∑ l, ⟪v i, f j⟫_ℂ * B' j l * ⟪f l, v k⟫_ℂ = Q i k)
        ↔ B' = B := by
  refine ⟨fitMatrix (overlap f v) L Q, fitMatrix_isHermitian _ hL hQ, fun B' => ?_⟩
  rw [← fit_iff hD, ← Matrix.ext_iff]
  simp only [nonlocal_eq_sandwich, Matrix.add_apply]

omit [DecidableEq n] in
/-- A symmetric local part and a Hermitian coefficient matrix give a symmetric model
operator. -/
theorem modelOp_isSymmetric {V : E →ₗ[ℂ] E} (hV : V.IsSymmetric) (f : n → E)
    {B : Matrix n n ℂ} (hB : B.IsHermitian) : (modelOp V f B).IsSymmetric := by
  intro x y
  change ⟪V x + ∑ j, ∑ l, (B j l * ⟪f l, x⟫_ℂ) • f j, y⟫_ℂ
    = ⟪x, V y + ∑ j, ∑ l, (B j l * ⟪f l, y⟫_ℂ) • f j⟫_ℂ
  simp only [inner_add_left, inner_add_right, sum_inner, inner_sum, inner_smul_left,
    inner_smul_right, map_mul, inner_conj_symm]
  rw [hV x y, Finset.sum_comm]
  congr 1
  refine Finset.sum_congr rfl fun l _ => Finset.sum_congr rfl fun j _ => ?_
  rw [starRingEnd_apply, hB.apply l j]
  ring

/-- The model self-energy operator with the fitted coefficients is symmetric and has the
input matrix elements `Q` between the reference states; no other coefficients do this. -/
theorem modelOp_reproduces_input {V : E →ₗ[ℂ] E} (hV : V.IsSymmetric) (f v : n → E)
    (hD : IsUnit (overlap f v).det) {Q : Matrix n n ℂ} (hQ : Q.IsHermitian) :
    (modelOp V f (fitMatrix (overlap f v) (localMatrix V v) Q)).IsSymmetric ∧
    ∀ B : Matrix n n ℂ, (∀ i k, ⟪v i, modelOp V f B (v k)⟫_ℂ = Q i k)
      ↔ B = fitMatrix (overlap f v) (localMatrix V v) Q := by
  have hL : (localMatrix V v).IsHermitian := by
    ext i k
    change star ⟪v k, V (v i)⟫_ℂ = ⟪v i, V (v k)⟫_ℂ
    rw [← starRingEnd_apply, inner_conj_symm, hV]
  refine ⟨modelOp_isSymmetric hV f (fitMatrix_isHermitian _ hL hQ), fun B => ?_⟩
  -- matrix elements of the operator: local part plus sandwich
  have key : ∀ i k, ⟪v i, modelOp V f B (v k)⟫_ℂ
      = (localMatrix V v + (overlap f v)ᴴ * B * overlap f v) i k := by
    intro i k
    rw [Matrix.add_apply, ← nonlocal_eq_sandwich]
    change ⟪v i, V (v k) + ∑ j, ∑ l, (B j l * ⟪f l, v k⟫_ℂ) • f j⟫_ℂ
      = ⟪v i, V (v k)⟫_ℂ + _
    simp only [inner_add_right, inner_sum, inner_smul_right]
    congr 1
    refine Finset.sum_congr rfl fun j _ => Finset.sum_congr rfl fun l _ => ?_
    ring
  rw [← fit_iff hD, ← Matrix.ext_iff]
  simp only [key]

/-- For a superposition `ψ = ∑ c k v k` of reference states, not necessarily normalised, and the
fitted model operator `h`, the number `⟨ψ, h ψ⟩` is the quadratic form of the input matrix `Q` in
the coefficients `c`. -/
theorem expectation_superposition {V : E →ₗ[ℂ] E} (hV : V.IsSymmetric) (f v : n → E)
    (hD : IsUnit (overlap f v).det) {Q : Matrix n n ℂ} (hQ : Q.IsHermitian) (c : n → ℂ) :
    ⟪∑ i, c i • v i, modelOp V f (fitMatrix (overlap f v) (localMatrix V v) Q)
      (∑ k, c k • v k)⟫_ℂ = ∑ i, ∑ k, starRingEnd ℂ (c i) * Q i k * c k := by
  have h := ((modelOp_reproduces_input hV f v hD hQ).2 _).2 rfl
  rw [map_sum, sum_inner]
  refine Finset.sum_congr rfl fun i _ => ?_
  rw [inner_sum]
  refine Finset.sum_congr rfl fun k _ => ?_
  rw [map_smul, inner_smul_left, inner_smul_right, h]
  ring

/-- Conversely, if every Hermitian input `Q` can be fitted, the overlap matrix is
invertible. -/
theorem overlap_invertible_of_fit (f v : n → E) {L : Matrix n n ℂ} (hL : L.IsHermitian)
    (h : ∀ Q : Matrix n n ℂ, Q.IsHermitian →
      ∃ B : Matrix n n ℂ, L + (overlap f v)ᴴ * B * overlap f v = Q) :
    IsUnit (overlap f v).det := by
  -- fit the input that exceeds the local part by the unit matrix
  obtain ⟨B, hB⟩ := h (L + 1) (hL.add Matrix.isHermitian_one)
  exact Matrix.isUnit_det_of_left_inverse (add_left_cancel hB)

/-- Two explicit families in `ℂ²` with a non-diagonal, invertible overlap matrix. -/
theorem overlap_witness :
    overlap ![(!₂[1, 0] : EuclideanSpace ℂ (Fin 2)), !₂[0, 2]] ![!₂[1, 0], !₂[1, 1]]
      = !![1, 1; 0, 2] ∧ IsUnit (!![1, 1; 0, 2] : Matrix (Fin 2) (Fin 2) ℂ).det := by
  constructor
  · ext i j
    fin_cases i <;> fin_cases j <;>
      simp [overlap, PiLp.inner_apply, Fin.sum_univ_succ]
    -- the remaining entry: conjugation fixes the real number 2
    exact map_ofNat (starRingEnd ℂ) 2
  · rw [Matrix.det_fin_two]
    simp

end

end ModelSelfEnergy
```

```lean
#print axioms ModelSelfEnergy.exists_unique_hermitian_fit
#print axioms ModelSelfEnergy.expectation_superposition
#print axioms ModelSelfEnergy.overlap_invertible_of_fit
```

```
'ModelSelfEnergy.exists_unique_hermitian_fit' depends on axioms: [propext, Classical.choice, Quot.sound]
'ModelSelfEnergy.expectation_superposition' depends on axioms: [propext, Classical.choice, Quot.sound]
'ModelSelfEnergy.overlap_invertible_of_fit' depends on axioms: [propext, Classical.choice, Quot.sound]
```

## What the theorems say about the atom

The space `E` is any complex inner-product space, so four-component spinors are allowed but their structure is not used. The finite type `n` labels both families, which makes `overlap f v` square. The operator $V$ is `V : E →ₗ[ℂ] E`, its matrix $L$ is `localMatrix V v`, and `modelOp V f B` is $h$ as a linear map on all of `E`. The hypothesis `IsUnit (overlap f v).det` says that $D$ is invertible: the reference states are linearly independent, and no nonzero vector in their span is orthogonal to all the projector functions.

`exists_unique_hermitian_fit` is the matrix statement. For an invertible overlap matrix and Hermitian `L` and `Q` there is a Hermitian `B` such that an arbitrary matrix `B'` satisfies all the fitting equations exactly when `B' = B`. Uniqueness therefore holds among all complex matrices, not only among Hermitian ones.

`modelOp_reproduces_input` is the operator statement. For an invertible overlap matrix, symmetric `V` and Hermitian `Q`, the model operator with the fitted coefficients is symmetric, and coefficients `B` reproduce the input exactly when they are the fitted ones. The uniqueness concerns $B$ for given $V$ and $f_j$; another choice of these can give another operator, with the same elements between the $v_i$ but different ones elsewhere.

Under the same hypotheses, `expectation_superposition` gives the quadratic form for the unnormalised $\psi$. `overlap_invertible_of_fit` goes the other way: if, for a fixed Hermitian `L`, every Hermitian `Q` can be fitted, then the overlap matrix is invertible.

`overlap_witness` supplies an example with $f_1=(1,0)$, $f_2=(0,2)$, $v_1=(1,0)$, $v_2=(1,1)$, whose overlap matrix has determinant 2. After normalising all four vectors it becomes

$$\begin{pmatrix}1&1/\sqrt2\\0&1/\sqrt2\end{pmatrix},$$

with determinant $1/\sqrt2$.

The Hermitian matrix $Q$ is an input. It stands for self-energy elements already computed and, where necessary, already brought to Hermitian form. No QED calculation enters, and nothing is said about accuracy for states outside the span of the $v_i$. The space need not be complete, but `V` must be defined on all of it and map it into itself, which restricts the use of unbounded operators. The conclusion is symmetry, not self-adjointness on a domain.

For atomic structure calculations, the result means that, when the overlap matrix is invertible, a finite Hermitian matrix of one-electron self-energy elements can be carried by a symmetric operator without changing any of them; how well that operator describes a many-electron atom is a separate question.

## How the proof follows the algebra

`nonlocal_eq_sandwich` identifies the double sum with $D^\dagger BD$. It expands the matrix products, exchanges the two sums with `Finset.sum_comm`, and uses `inner_conj_symm` to rewrite $\langle v_i,f_j\rangle$ as $\overline{\langle f_j,v_i\rangle}$.

`fit_iff` solves the matrix equation. The facts `h1` and `h2` are $DD^{-1}=1$ and $D^{-1}D=1$; taking adjoints gives `h3` and `h4`. In the first direction, the `calc` block inserts identities on both sides of `B` and regroups the factors. In the second, it substitutes the formula and cancels the overlap matrices. Hermiticity of $L$ and $Q$ is not needed here; it enters in `fitMatrix_isHermitian`, which takes the adjoint of the triple product. `exists_unique_hermitian_fit` combines these three lemmas, passing between the matrix equation and its entries with `Matrix.ext_iff`.

`modelOp_isSymmetric` moves sums and scalars out of both inner products, uses `hV` for the local part, and exchanges the summation indices. The step `hB.apply l j` then replaces the conjugated coefficient by its transposed partner, as in the derivation above.

In `modelOp_reproduces_input`, `hL` derives the Hermiticity of $L$ from the symmetry of $V$, and `key` shows that the matrix elements of $h$ are those of $L+D^\dagger BD$. After that, `fit_iff` gives the equivalence. `expectation_superposition` expands both copies of $\psi$ and inserts the reproduced elements.

The converse needs only one well-chosen input, $Q=L+1$. Cancelling $L$ leaves $D^\dagger BD=1$, so the square matrix $D$ has the left inverse $D^\dagger B$, and `Matrix.isUnit_det_of_left_inverse` concludes that its determinant is invertible. The example in $\mathbb C^2$ is checked entry by entry, followed by its determinant.
